# Metric plus or minus non-abelian curvature is positive semidefinite for an orthogonal band projector and Hermitian positions

If only the band-summed curvature is bounded by the band-summed quantum metric, curvatures of opposite sign inside a group of bands cancel and escape the bound. Two retained states with curvatures −2 and +2 look like a group without curvature. A matrix inequality bounds the curvature in every state of the group.

Let X and Y be n × n complex matrices for two position components, P the projector on the retained states, and Q = 1 − P. Define

G = PXQXP + PYQYP
F = i(PXQYP − PYQXP)
L = Q(X + iY)P

In the code these are `quantumMetric`, `curvature` and `leakage`. G is summed over both directions, and L carries retained states out of the group. The setting is a finite, non-interacting one; momentum derivatives and infinite crystals are not modelled.

In Lean 4 with Mathlib:

```lean
import Mathlib

open Matrix
open scoped ComplexOrder

namespace MatrixMetricCurvature

noncomputable section

variable {n : Type*} [Fintype n] [DecidableEq n]

/-- The matrix-valued quantum metric of the bands selected by `P`, summed over the two
directions `X` and `Y`. -/
def quantumMetric (P X Y : Matrix n n ℂ) : Matrix n n ℂ :=
  P * X * (1 - P) * X * P + P * Y * (1 - P) * Y * P

/-- The non-abelian curvature of the bands selected by `P`, as a matrix. -/
def curvature (P X Y : Matrix n n ℂ) : Matrix n n ℂ :=
  Complex.I • (P * X * (1 - P) * Y * P - P * Y * (1 - P) * X * P)

/-- The part of `X + iY` that carries states of the selected bands into the remaining ones. -/
def leakage (P X Y : Matrix n n ℂ) : Matrix n n ℂ :=
  (1 - P) * (X + Complex.I • Y) * P
```

One step needs no hypothesis at all. Multiplying out and using i² = −1,

P(X − iY)Q(X + iY)P = PXQXP + PYQYP + i(PXQYP − PYQXP) = G + F.

`expand_product` does this in any complex algebra: it expands with a general Z in place of iY, then pulls out the factors of i.

```lean
/-- Expansion of `P (X - iY) Q (X + iY) P` in any complex algebra into its symmetric and
antisymmetric parts in `X` and `Y`. -/
theorem expand_product {R : Type*} [Ring R] [Algebra ℂ R] (P Q X Y : R) :
    P * X * Q * X * P + P * Y * Q * Y * P + Complex.I • (P * X * Q * Y * P - P * Y * Q * X * P)
      = P * (X - Complex.I • Y) * Q * (X + Complex.I • Y) * P := by
  have h (Z : R) : P * (X - Z) * Q * (X + Z) * P
      = P * X * Q * X * P + (P * X * Q * Z * P - P * Z * Q * X * P) - P * Z * Q * Z * P := by
    noncomm_ring
  -- pull the factors of i out of each term, using i * i = -1
  have h₁ : P * X * Q * (Complex.I • Y) * P = Complex.I • (P * X * Q * Y * P) := by
    simp only [mul_smul_comm, smul_mul_assoc]
  have h₂ : P * (Complex.I • Y) * Q * X * P = Complex.I • (P * Y * Q * X * P) := by
    simp only [mul_smul_comm, smul_mul_assoc]
  have h₃ : P * (Complex.I • Y) * Q * (Complex.I • Y) * P = -(P * Y * Q * Y * P) := by
    simp only [mul_smul_comm, smul_mul_assoc, smul_smul, Complex.I_mul_I, neg_smul, one_smul,
      neg_mul]
  have h₄ : Complex.I • (P * X * Q * Y * P - P * Y * Q * X * P)
      = Complex.I • (P * X * Q * Y * P) - Complex.I • (P * Y * Q * X * P) := smul_sub _ _ _
  rw [h (Complex.I • Y), h₁, h₂, h₃, h₄]
  abel
```

## Hermitian X and Y: positions are observables

By hand, `hX` and `hY` turn (X + iY)† into X − iY, so that L† = P(X − iY)Q. In `metric_add_curvature` they enter through `hL`.

Without them the inequality can fail. Take P = diag(1, 0), Y = 0 and the anti-Hermitian X with rows (0, 1) and (−1, 0). Then F = 0 and G = diag(−1, 0).

## Hermitian P: the projection is orthogonal

The same adjoint needs P† = P, and hence Q† = Q; `hP` also enters through `hL`.

An oblique projector can break the result. Let P have rows (1, 1) and (0, 0), let X have rows (1, 1) and (1, 0), and let Y = 0. Then F = 0 and G has rows (−1, −1) and (0, 0), which is not even Hermitian.

## Idempotent P: every eigenvalue is 0 or 1

From P² = P follows Q² = 1 − 2P + P² = Q, which is `hQ` in the proof. Therefore

L†L = P(X − iY)Q²(X + iY)P = G + F.

If P is built from unnormalised orbitals, this can fail: for the 1 × 1 matrices P = 2, X = 1, Y = 0 one gets G = −4 and F = 0.

```lean
/-- Metric plus curvature is the Gram matrix of the leakage operator. -/
theorem metric_add_curvature {P X Y : Matrix n n ℂ} (hP : P.IsHermitian) (hPP : P * P = P)
    (hX : X.IsHermitian) (hY : Y.IsHermitian) :
    quantumMetric P X Y + curvature P X Y = (leakage P X Y)ᴴ * leakage P X Y := by
  have hL : (leakage P X Y)ᴴ = P * (X - Complex.I • Y) * (1 - P) := by
    simp only [leakage, conjTranspose_mul, conjTranspose_add, conjTranspose_sub,
      conjTranspose_one, conjTranspose_smul, hX.eq, hY.eq, hP.eq, Complex.star_def,
      Complex.conj_I, neg_smul]
    rw [← sub_eq_add_neg, mul_assoc]
  -- the complementary projector is idempotent
  have hQ : (1 - P) * (1 - P) = 1 - P := by
    have h : (1 - P) * (1 - P) = 1 - P - (P - P * P) := by noncomm_ring
    rw [h, hPP, sub_self, sub_zero]
  have hG : (leakage P X Y)ᴴ * leakage P X Y
      = P * (X - Complex.I • Y) * ((1 - P) * (1 - P)) * (X + Complex.I • Y) * P := by
    rw [hL, leakage]
    simp only [mul_assoc]
  rw [hG, hQ, quantumMetric, curvature]
  exact expand_product P (1 - P) X Y
```

Replacing Y by −Y keeps G and reverses F, so G − F is also of the form L†L.

```lean
/-- Metric minus curvature is the Gram matrix of the leakage operator with `Y` reversed. -/
theorem metric_sub_curvature {P X Y : Matrix n n ℂ} (hP : P.IsHermitian) (hPP : P * P = P)
    (hX : X.IsHermitian) (hY : Y.IsHermitian) :
    quantumMetric P X Y - curvature P X Y = (leakage P X (-Y))ᴴ * leakage P X (-Y) := by
  -- reversing Y keeps the metric and flips the curvature
  have hg : quantumMetric P X (-Y) = quantumMetric P X Y := by
    simp only [quantumMetric, mul_neg, neg_mul, neg_neg]
  have hf : curvature P X (-Y) = -curvature P X Y := by
    simp only [curvature, mul_neg, neg_mul]
    module
  rw [← metric_add_curvature hP hPP hX hY.neg, hg, hf, sub_eq_add_neg]
```

Since v†L†Lv = ‖Lv‖² ≥ 0 for every v, both signs are positive semidefinite. `PosSemidef` states this together with Hermiticity.

```lean
/-- Matrix-valued metric-curvature inequality: the quantum metric plus or minus the non-abelian
curvature is positive semidefinite. -/
theorem metric_curvature_inequality {P X Y : Matrix n n ℂ} (hP : P.IsHermitian)
    (hPP : P * P = P) (hX : X.IsHermitian) (hY : Y.IsHermitian) :
    (quantumMetric P X Y + curvature P X Y).PosSemidef ∧
      (quantumMetric P X Y - curvature P X Y).PosSemidef := by
  constructor
  · rw [metric_add_curvature hP hPP hX hY]
    exact posSemidef_conjTranspose_mul_self _
  · rw [metric_sub_curvature hP hPP hX hY]
    exact posSemidef_conjTranspose_mul_self _
```

In a calculation with orthonormal retained orbitals as the columns of U, form Z = (X + iY)U and W = Z − U(U†Z). Then W†W is G + F in the basis of those orbitals; −i in place of i gives G − F.

## The same hypotheses bound states and traces

If g + f and g − f are real and nonnegative, their imaginary parts force f to be real, and then −g ≤ f ≤ g.

```lean
/-- If `g + f` and `g - f` are both real and nonnegative, the modulus of `f` is at most `g`. -/
theorem norm_le_of_add_sub_nonneg {g f : ℂ} (h₁ : 0 ≤ g + f) (h₂ : 0 ≤ g - f) :
    ‖f‖ ≤ g.re := by
  obtain ⟨a₁, b₁⟩ := Complex.nonneg_iff.mp h₁
  obtain ⟨a₂, b₂⟩ := Complex.nonneg_iff.mp h₂
  rw [Complex.add_re] at a₁
  rw [Complex.add_im] at b₁
  rw [Complex.sub_re] at a₂
  rw [Complex.sub_im] at b₂
  have hf : f = (f.re : ℂ) := by
    apply Complex.ext
    · rw [Complex.ofReal_re]
    · rw [Complex.ofReal_im]
      linarith
  rw [hf, Complex.norm_real, Real.norm_eq_abs, abs_le]
  constructor <;> linarith
```

With g = v†Gv and f = v†F​v, this gives |v†Fv| ≤ v†Gv. For nonzero v, dividing both sides by v†v gives the normalised expectation values.

```lean
/-- In every state `v` the modulus of the curvature's expectation value is at most the
expectation value of the metric. -/
theorem expectation_bound {P X Y : Matrix n n ℂ} (hP : P.IsHermitian) (hPP : P * P = P)
    (hX : X.IsHermitian) (hY : Y.IsHermitian) (v : n → ℂ) :
    ‖star v ⬝ᵥ (curvature P X Y *ᵥ v)‖ ≤ (star v ⬝ᵥ (quantumMetric P X Y *ᵥ v)).re := by
  obtain ⟨h₁, h₂⟩ := metric_curvature_inequality hP hPP hX hY
  apply norm_le_of_add_sub_nonneg
  · rw [← dotProduct_add, ← Matrix.add_mulVec]
    exact h₁.dotProduct_mulVec_nonneg v
  · rw [← dotProduct_sub, ← Matrix.sub_mulVec]
    exact h₂.dotProduct_mulVec_nonneg v
```

Traces of positive semidefinite matrices are nonnegative, so |tr F| ≤ tr G follows in the same way.

```lean
/-- The modulus of the band-summed curvature is at most the band-summed metric. -/
theorem trace_bound {P X Y : Matrix n n ℂ} (hP : P.IsHermitian) (hPP : P * P = P)
    (hX : X.IsHermitian) (hY : Y.IsHermitian) :
    ‖(curvature P X Y).trace‖ ≤ (quantumMetric P X Y).trace.re := by
  obtain ⟨h₁, h₂⟩ := metric_curvature_inequality hP hPP hX hY
  apply norm_le_of_add_sub_nonneg
  · rw [← Matrix.trace_add]
    exact h₁.trace_nonneg
  · rw [← Matrix.trace_sub]
    exact h₂.trace_nonneg
```

If L†Lv = 0, then ‖Lv‖² = 0 and Lv = 0; the converse is immediate. The plus sign is therefore saturated exactly by states that L annihilates.

```lean
/-- Metric plus curvature annihilates a state exactly when the leakage operator does. -/
theorem saturation_iff {P X Y : Matrix n n ℂ} (hP : P.IsHermitian) (hPP : P * P = P)
    (hX : X.IsHermitian) (hY : Y.IsHermitian) (v : n → ℂ) :
    (quantumMetric P X Y + curvature P X Y) *ᵥ v = 0 ↔ leakage P X Y *ᵥ v = 0 := by
  rw [metric_add_curvature hP hPP hX hY]
  exact Matrix.conjTranspose_mul_self_mulVec_eq_zero _ _
```

## Commuting X and Y: positions diagonal in one site basis

Only the next identity needs `hXY`. Substituting Q = 1 − P and using P² = P,

PXQYP − PYQXP = P[X, Y]P − [PXP, PYP].

When [X, Y] = 0, this gives i[PXP, PYP] = −F: curvature measures how far the projected positions fail to commute. A commutator of finite matrices has trace zero, so here tr F = 0 and the trace bound says nothing about F; the matrix inequality still does. The proof merges adjacent projectors in `h` and writes PXQYP − PYQXP as the full commutator minus the projected one in `h₃`.

```lean
/-- For commuting positions `X` and `Y`, `i` times the commutator of the projected positions is
minus the curvature. -/
theorem projected_position_commutator {P X Y : Matrix n n ℂ} (hPP : P * P = P)
    (hXY : X * Y = Y * X) :
    Complex.I • (P * X * P * (P * Y * P) - P * Y * P * (P * X * P)) = -curvature P X Y := by
  have h (A B : Matrix n n ℂ) : P * A * P * (P * B * P) = P * A * P * B * P := by
    calc P * A * P * (P * B * P) = P * A * (P * P) * B * P := by simp only [mul_assoc]
      _ = P * A * P * B * P := by rw [hPP]
  -- split the curvature into the full and the projected commutator
  have h₃ : P * X * (1 - P) * Y * P - P * Y * (1 - P) * X * P
      = P * (X * Y - Y * X) * P - (P * X * P * Y * P - P * Y * P * X * P) := by
    noncomm_ring
  rw [curvature, h X Y, h Y X, h₃, hXY, sub_self, mul_zero, zero_mul, zero_sub, smul_neg,
    neg_neg]
```

Without `hXY` the identity can fail, as the following three-level model shows. Its X and Y do not commute, and PXP = PYP = 0 although F ≠ 0. Up to a common factor they are the positions x and y of one electron restricted to the atomic orbitals p₊, p₋ and s, in this order, with p± = (p_x ± i p_y)/√2; the full positions commute, the restricted ones do not.

```lean
/-- Projector on the first two levels of a three-level model. -/
def exP : Matrix (Fin 3) (Fin 3) ℂ := !![1, 0, 0; 0, 1, 0; 0, 0, 0]

/-- First position component of the three-level model. -/
def exX : Matrix (Fin 3) (Fin 3) ℂ := !![0, 0, 1; 0, 0, 1; 1, 1, 0]

/-- Second position component of the three-level model. -/
def exY : Matrix (Fin 3) (Fin 3) ℂ :=
  !![0, 0, -Complex.I; 0, 0, Complex.I; Complex.I, -Complex.I, 0]
```

The model meets the four hypotheses of the inequality, with G = diag(2, 2, 0) and F = diag(−2, 2, 0), checked entry by entry. The trace bound reads 0 ≤ 4, while G + F = diag(0, 4, 0) and G − F = diag(4, 0, 0): the first retained state saturates the plus sign, the second the minus sign.

```lean
/-- The three-level model has a Hermitian idempotent `exP` and Hermitian positions; its metric is
`diag(2, 2, 0)` and its curvature is `diag(-2, 2, 0)`. -/
theorem metric_curvature_witness :
    exP.IsHermitian ∧ exP * exP = exP ∧ exX.IsHermitian ∧ exY.IsHermitian ∧
      quantumMetric exP exX exY = !![2, 0, 0; 0, 2, 0; 0, 0, 0] ∧
      curvature exP exX exY = !![-2, 0, 0; 0, 2, 0; 0, 0, 0] := by
  have hQ : 1 - exP = !![0, 0, 0; 0, 0, 0; 0, 0, 1] := by
    ext i j
    fin_cases i <;> fin_cases j <;> simp [exP]
  refine ⟨?_, ?_, ?_, ?_, ?_, ?_⟩
  · unfold Matrix.IsHermitian
    ext i j
    fin_cases i <;> fin_cases j <;> simp [exP]
  · ext i j
    fin_cases i <;> fin_cases j <;> simp [exP, Matrix.mul_apply, Fin.sum_univ_three]
  · unfold Matrix.IsHermitian
    ext i j
    fin_cases i <;> fin_cases j <;> simp [exX]
  · unfold Matrix.IsHermitian
    ext i j
    fin_cases i <;> fin_cases j <;> simp [exY]
  · rw [quantumMetric, hQ]
    ext i j
    fin_cases i <;> fin_cases j <;>
      simp [exP, exX, exY, Complex.ext_iff] <;> norm_num
  · rw [curvature, hQ]
    ext i j
    fin_cases i <;> fin_cases j <;>
      simp [exP, exX, exY, Complex.ext_iff] <;> norm_num

end

end MatrixMetricCurvature
```

```lean
#print axioms MatrixMetricCurvature.metric_curvature_inequality
#print axioms MatrixMetricCurvature.expectation_bound
#print axioms MatrixMetricCurvature.saturation_iff
#print axioms MatrixMetricCurvature.projected_position_commutator
```

```
'MatrixMetricCurvature.metric_curvature_inequality' depends on axioms: [propext, Classical.choice, Quot.sound]
'MatrixMetricCurvature.expectation_bound' depends on axioms: [propext, Classical.choice, Quot.sound]
'MatrixMetricCurvature.saturation_iff' depends on axioms: [propext, Classical.choice, Quot.sound]
'MatrixMetricCurvature.projected_position_commutator' depends on axioms: [propext, Classical.choice, Quot.sound]
```
